# A seniority-zero geminal stays diagonal under a real orthogonal orbital rotation exactly when each new orbital mixes only old orbitals of equal pair amplitude

In a finite set of orbitals, a seniority-zero geminal with real pair amplitudes `c i` has a diagonal coefficient matrix, and a real orthogonal matrix `U` turns it into `Uᵀ * diagonal c * U`. The theorem says that this new matrix is diagonal if and only if `c i = c j` whenever old orbitals `i` and `j` both occur in the same new orbital `k`; the amplitudes need not be normalised. For the forward direction, the attempt multiplies the rotated matrix by `U` and compares entries, which shows that every old amplitude present in orbital `k` equals the new amplitude of `k`. For the converse, it takes the common amplitude out of each off-diagonal sum and uses the orthogonality of the columns of `U`.

As first written in Lean, the proof fails:

```lean
import Mathlib

open Matrix

namespace IsDiagRotatedIff

noncomputable section

variable {n : Type*} [Fintype n] [DecidableEq n]

/-- The matrix `Uᵀ C U`. For orthogonal `U` it holds the pair amplitudes in the new orbitals, which
are the columns of `U`. -/
def rotated (U C : Matrix n n ℝ) : Matrix n n ℝ := Uᵀ * C * U

/-- A seniority-zero geminal keeps its form under an orthogonal orbital rotation exactly when
every new orbital mixes only old orbitals of equal pair amplitude. -/
theorem isDiag_rotated_iff (U : Matrix n n ℝ) (c : n → ℝ) (h : U * Uᵀ = 1) :
    (rotated U (diagonal c)).IsDiag ↔
      ∀ i j k, U i k ≠ 0 → U j k ≠ 0 → c i = c j := by
  constructor
  · intro hd i j k hi hj
    have e : U * rotated U (diagonal c) = diagonal c * U := by
      unfold rotated
      rw [← Matrix.mul_assoc, ← Matrix.mul_assoc, h, Matrix.one_mul]
    -- every old amplitude present in orbital `k` equals the new amplitude of `k`
    have key : ∀ i, U i k ≠ 0 → c i = rotated U (diagonal c) k k := by
      intro i hi
      have s : ∑ l, U i l * rotated U (diagonal c) l k
          = U i k * rotated U (diagonal c) k k := by
        refine Finset.sum_eq_single k (fun l _ hl => ?_)
          (fun hk => absurd (Finset.mem_univ k) hk)
        have z : rotated U (diagonal c) l k = 0 := hd hl
        rw [z, mul_zero]
      have e' := congrFun (congrFun e i) k
      rw [Matrix.mul_apply, s, Matrix.diagonal_mul] at e'
      exact mul_right_cancel₀ hi (by linear_combination -e')
    rw [key i hi, key j hj]
  · intro hc k l hkl
    have e : rotated U (diagonal c) k l = ∑ i, U i k * c i * U i l := by
      rw [rotated, Matrix.mul_apply]
      simp only [Matrix.mul_diagonal, Matrix.transpose_apply]
    have o : ∑ i, U i k * U i l = 0 := by
      have := congrFun (congrFun (mul_eq_one_comm.mp h) k) l
      simpa [Matrix.mul_apply, Matrix.one_apply_ne hkl] using this
    rw [e]
    by_cases hz : ∃ i, U i k ≠ 0
    · -- the common amplitude factors out and the columns are orthogonal
      obtain ⟨m, hm⟩ := hz
      calc ∑ i, U i k * c i * U i l = ∑ i, c m * (U i k * U i l) := by
            refine Finset.sum_congr rfl fun i _ => ?_
            by_cases hi : U i k = 0
            · simp [hi]
            · rw [hc i m k hi hm]
              ring
        _ = 0 := by rw [← Finset.mul_sum, o, mul_zero]
    · refine Finset.sum_eq_zero fun i _ => ?_
      have hi : U i k = 0 := by_contra fun hi => hz ⟨i, hi⟩
      rw [hi, zero_mul, zero_mul]

end

end IsDiagRotatedIff
```

Lean reports:

```
Main.lean:43:23: error: Application type mismatch: The argument
  congrFun (mul_eq_one_comm.mp ?m.336) k
has type
  (?m.333 * ?m.332) k = 1 k
but is expected to have type
  ?m.323 = ?m.324
in the application
  congrFun (congrFun (mul_eq_one_comm.mp ?m.336) k)
Main.lean:45:8: error: stuck at solving universe constraint
  ?u.182 + 1 =?= imax (u_1 + 1) ?u.180
while trying to unify
  Eq.{imax (u_1 + 1) ?u.180} (HMul.hMul.{?u.182, ?u.182, ?u.182} ?m.333 ?m.332) (OfNat.ofNat.{?u.182} 1) : Prop
with
  Eq.{?u.182 + 1} (HMul.hMul.{?u.182, ?u.182, ?u.182} ?m.333 ?m.332) (OfNat.ofNat.{?u.182} 1) : Prop
Main.lean:19:52: error: stuck at solving universe constraint
  ?u.182 + 1 =?= imax (u_1 + 1) ?u.180
while trying to unify
  Eq.{imax (u_1 + 1) ?u.180} (HMul.hMul.{?u.182, ?u.182, ?u.182} ?m.333 ?m.332) (OfNat.ofNat.{?u.182} 1) : Prop
with
  Eq.{?u.182 + 1} (HMul.hMul.{?u.182, ?u.182, ?u.182} ?m.333 ?m.332) (OfNat.ofNat.{?u.182} 1) : Prop
Main.lean:19:49: error: stuck at solving universe constraint
  ?u.182 + 1 =?= imax (u_1 + 1) ?u.180
while trying to unify
  Eq.{imax (u_1 + 1) ?u.180} (HMul.hMul.{?u.182, ?u.182, ?u.182} ?m.333 ?m.332) (OfNat.ofNat.{?u.182} 1) : Prop
with
  Eq.{?u.182 + 1} (HMul.hMul.{?u.182, ?u.182, ?u.182} ?m.333 ?m.332) (OfNat.ofNat.{?u.182} 1) : Prop
```

The change, after which it compiles:

```diff
@@ -41,5 +41,6 @@
       simp only [Matrix.mul_diagonal, Matrix.transpose_apply]
     have o : ∑ i, U i k * U i l = 0 := by
-      have := congrFun (congrFun (mul_eq_one_comm.mp h) k) l
+      have hU : Uᵀ * U = 1 := mul_eq_one_comm.mp h
+      have := congrFun (congrFun hU k) l
       simpa [Matrix.mul_apply, Matrix.one_apply_ne hkl] using this
     rw [e]
```

Diagnosis. The first error is in the proof of `o`, which needs an entry of `Uᵀ * U = 1`. `congrFun` takes an equation between functions, and two nested calls are used to reach a matrix entry. But Lean checked them before `h` had told it which matrices `mul_eq_one_comm.mp h` is about: the message still shows placeholders for both factors and for the argument `h`. After the inner `congrFun`, Lean had `(?m.333 * ?m.332) k = 1 k` and could not tell that its two sides were again functions, as the outer call requires.

The other three messages report one universe constraint, left unsolved because the type of the factors was still unknown. They point to `rw [e]` and to the end of the theorem's statement, but neither is at fault.

The repair first states `hU : Uᵀ * U = 1`. This fixes the type as `Matrix n n ℝ`, which unfolds to a function of two indices, so both `congrFun` calls fit and the universe constraint no longer hangs on an unknown type. The mathematical argument is unchanged.
